# The AB system of two coupled spins 1/2: mixed eigenstates and squared $F_-$ elements $1 \pm J/C$

Two spins 1/2 with resonance frequencies $\nu_A$ and $\nu_B$ and scalar coupling $J$ have shift difference $d = \nu_A - \nu_B$. Let $C = \sqrt{d^2 + J^2} > 0$, and choose $t$ with $\cos 2t = d/C$ and $\sin 2t = J/C$. Then

$$|u\rangle = \cos t\,|ab\rangle + \sin t\,|ba\rangle, \qquad |l\rangle = -\sin t\,|ab\rangle + \cos t\,|ba\rangle$$

are eigenvectors of the Hamiltonian $H = \nu_A I_{Az} + \nu_B I_{Bz} + J\,\mathbf I_A\cdot\mathbf I_B$, in frequency units, with energies $-J/4 + C/2$ and $-J/4 - C/2$. The squared elements of the total lowering operator $F_-$ that connect them with $|aa\rangle$ and $|bb\rangle$ are $1 + J/C$ for $|u\rangle$ and $1 - J/C$ for $|l\rangle$. Here $a$ is spin up, $b$ is spin down, and the first letter belongs to spin A.

For an isolated pair of spins 1/2 without relaxation, these closed forms give a reference for a program that simulates spectra by diagonalising the spin Hamiltonian.

```lean
import Mathlib

open Matrix
open scoped Kronecker

namespace ABSpinSystem

noncomputable section
```

## Spin operators and the Hamiltonian

Spin operators are in units of $\hbar$ and energies in frequency units. In the basis $a, b$, indexed by 0 and 1 in `Fin 2`, the $z$ component is diagonal:

$$I_z|a\rangle = \tfrac12|a\rangle, \qquad I_z|b\rangle = -\tfrac12|b\rangle.$$

```lean
/-- The z component of a single spin 1/2, in the basis a (up), b (down). -/
def Iz : Matrix (Fin 2) (Fin 2) ℝ := !![1/2, 0; 0, -1/2]
```

The raising operator takes $b$ to $a$ and annihilates $a$: $I_+|b\rangle = |a\rangle$, $I_+|a\rangle = 0$.

```lean
/-- The raising operator of a single spin 1/2. -/
def Iplus : Matrix (Fin 2) (Fin 2) ℝ := !![0, 1; 0, 0]
```

The lowering operator is its transpose: $I_-|a\rangle = |b\rangle$, $I_-|b\rangle = 0$.

```lean
/-- The lowering operator of a single spin 1/2. -/
def Iminus : Matrix (Fin 2) (Fin 2) ℝ := !![0, 0; 1, 0]
```

Since $I_xI_x + I_yI_y = \tfrac12(I_+I_- + I_-I_+)$ for one factor on each spin, the Hamiltonian is

$$H = \nu_A I_z\otimes 1 + \nu_B\, 1\otimes I_z + J\left[I_z\otimes I_z + \tfrac12(I_+\otimes I_- + I_-\otimes I_+)\right].$$

The ladder form keeps all matrix elements real, so real matrices suffice. In Lean, `⊗ₖ` is the Kronecker product, and the result acts on functions on `Fin 2 × Fin 2`. The Zeeman terms carry a plus sign, so a positive frequency puts $a$ above $b$ in energy.

```lean
/-- The two-spin Hamiltonian in frequency units: two Zeeman terms and the scalar coupling
`J I_A · I_B`, written with ladder operators. -/
def hamiltonian (νA νB J : ℝ) : Matrix (Fin 2 × Fin 2) (Fin 2 × Fin 2) ℝ :=
  νA • (Iz ⊗ₖ (1 : Matrix (Fin 2) (Fin 2) ℝ)) + νB • ((1 : Matrix (Fin 2) (Fin 2) ℝ) ⊗ₖ Iz)
    + J • (Iz ⊗ₖ Iz + (1/2 : ℝ) • (Iplus ⊗ₖ Iminus + Iminus ⊗ₖ Iplus))
```

The transition operator is $F_- = I_-\otimes 1 + 1\otimes I_-$. The equal weights describe two nuclei of the same isotope, which couple equally to the radio-frequency field and the receiver.

```lean
/-- The total lowering operator F₋ of the two spins. -/
def Fminus : Matrix (Fin 2 × Fin 2) (Fin 2 × Fin 2) ℝ :=
  Iminus ⊗ₖ (1 : Matrix (Fin 2) (Fin 2) ℝ) + (1 : Matrix (Fin 2) (Fin 2) ℝ) ⊗ₖ Iminus
```

## Product states, mixed states and the mixing angle

The product state $|ij\rangle$ has component 1 at the index pair $(i,j)$ and 0 elsewhere.

```lean
/-- The product states: `ket 0 0` is aa, `ket 0 1` is ab, `ket 1 0` is ba, `ket 1 1` is bb. -/
def ket (i j : Fin 2) : Fin 2 × Fin 2 → ℝ := fun p => if p.1 = i ∧ p.2 = j then 1 else 0
```

A mixed state here is a superposition of $|ab\rangle$ and $|ba\rangle$, hence a pure state and not a statistical mixture. The state $|u\rangle$ is defined for every real $t$, whether or not it is stationary.

```lean
/-- The mixed state cos t ab + sin t ba. -/
def upper (t : ℝ) : Fin 2 × Fin 2 → ℝ := Real.cos t • ket 0 1 + Real.sin t • ket 1 0
```

The same holds for $|l\rangle$, which is $|u\rangle$ with $t$ replaced by $t + \pi/2$.

```lean
/-- The mixed state -sin t ab + cos t ba. -/
def lower (t : ℝ) : Fin 2 × Fin 2 → ℝ := (-Real.sin t) • ket 0 1 + Real.cos t • ket 1 0
```

The transition strength is $|\langle f|F_-|i\rangle|^2$. With real vectors the bracket is the ordinary dot product `⬝ᵥ`, and `intensity f i` takes the final state first. Reading this number as a relative line intensity assumes the high-temperature limit and stationary end states; for $|aa\rangle$ and $|bb\rangle$ the latter is seen by hand, because the flip-flop term annihilates both.

```lean
/-- The squared matrix element of F₋ from state `i` to state `f`. -/
def intensity (f i : Fin 2 × Fin 2 → ℝ) : ℝ := (f ⬝ᵥ (Fminus *ᵥ i)) ^ 2
```

The quantity $C = \sqrt{d^2+J^2}$ is the energy gap between the two mixed eigenstates.

```lean
/-- The quantity C = sqrt(d² + J²) for shift difference d and coupling J. -/
def splitting (d J : ℝ) : ℝ := Real.sqrt (d ^ 2 + J ^ 2)
```

The angle is fixed by two equations without division,

$$C\cos 2t = d, \qquad C\sin 2t = J.$$

For $C > 0$ they are equivalent to the quotients in the opening paragraph and determine $t$ up to multiples of $\pi$, hence each mixed state up to sign.

```lean
/-- The angle t satisfies C cos 2t = d and C sin 2t = J. -/
def IsMixingAngle (d J t : ℝ) : Prop :=
  splitting d J * Real.cos (2 * t) = d ∧ splitting d J * Real.sin (2 * t) = J
```

## The coupling mixes $ab$ and $ba$

On $|ab\rangle$ the Zeeman terms give $(\nu_A - \nu_B)/2$, the product $I_z\otimes I_z$ gives $-1/4$, and the flip-flop term produces $\tfrac12|ba\rangle$. The same count for $|ba\rangle$ reverses the Zeeman sign:

$$H|ab\rangle = \left(\tfrac d2 - \tfrac J4\right)|ab\rangle + \tfrac J2|ba\rangle, \qquad H|ba\rangle = \tfrac J2|ab\rangle + \left(-\tfrac d2 - \tfrac J4\right)|ba\rangle.$$

The proof compares all four components of each vector equation: `fin_cases` lists them, `simp` evaluates the matrix products and `ring` finishes the arithmetic.

```lean
/-- The Hamiltonian mixes ab and ba through the coupling J, with diagonal elements
that differ by the shift difference. -/
theorem hamiltonian_ket (νA νB J : ℝ) :
    hamiltonian νA νB J *ᵥ ket 0 1
      = ((νA - νB) / 2 - J / 4) • ket 0 1 + (J / 2) • ket 1 0 ∧
    hamiltonian νA νB J *ᵥ ket 1 0
      = (J / 2) • ket 0 1 + (-(νA - νB) / 2 - J / 4) • ket 1 0 := by
  constructor <;>
  · ext ⟨i, j⟩
    fin_cases i <;> fin_cases j <;>
      simp [hamiltonian, ket, Iz, Iplus, Iminus, Matrix.mulVec, dotProduct,
        Fintype.sum_prod_type, Fin.sum_univ_two, Matrix.one_apply] <;> ring
```

## A mixing angle always exists

Write $z = d + iJ$. Its modulus is $C$, and its polar form gives $|z|\cos(\arg z) = d$ and $|z|\sin(\arg z) = J$. Therefore $t = \tfrac12\arg z$ satisfies both conditions. In the proof `hz` identifies $C$ with $|z|$, and Mathlib's polar-form lemmas supply the two equations. The condition on $t$ in the main theorem can thus be met for every pair $d, J$.

```lean
/-- Every shift difference and coupling admit a mixing angle. -/
theorem exists_mixingAngle (d J : ℝ) : ∃ t, IsMixingAngle d J t := by
  -- half the polar angle of d + iJ
  let z : ℂ := ⟨d, J⟩
  have hz : splitting d J = ‖z‖ := by
    rw [← Real.sqrt_sq (norm_nonneg z), Complex.sq_norm, Complex.normSq_apply, splitting]
    congr 1
    change d ^ 2 + J ^ 2 = d * d + J * J
    ring
  have h2 : 2 * (Complex.arg z / 2) = Complex.arg z := by ring
  refine ⟨Complex.arg z / 2, ?_, ?_⟩
  · rw [h2, hz]
    exact Complex.norm_mul_cos_arg z
  · rw [h2, hz]
    exact Complex.norm_mul_sin_arg z
```

## The mixed states are orthonormal

The product states are orthonormal, so

$$\langle u|u\rangle = \cos^2 t + \sin^2 t = 1, \quad \langle l|l\rangle = \sin^2 t + \cos^2 t = 1, \quad \langle u|l\rangle = -\cos t\sin t + \sin t\cos t = 0.$$

The transition strengths below therefore refer to normalised states. The proof expands the sums and uses $\sin^2 t + \cos^2 t = 1$, named `hp`.

```lean
/-- The two mixed states are normalised and orthogonal to each other. -/
theorem mixed_orthonormal (t : ℝ) :
    upper t ⬝ᵥ upper t = 1 ∧ lower t ⬝ᵥ lower t = 1 ∧ upper t ⬝ᵥ lower t = 0 := by
  have hp := Real.sin_sq_add_cos_sq t
  refine ⟨?_, ?_, ?_⟩ <;>
    simp only [upper, lower, ket, dotProduct, Fintype.sum_prod_type, Fin.sum_univ_two,
      Pi.add_apply, Pi.smul_apply, smul_eq_mul] <;>
    norm_num <;> linarith
```

## Transition strengths at any angle

Lowering either spin of $|aa\rangle$ gives $F_-|aa\rangle = |ba\rangle + |ab\rangle$, and $F_-|ab\rangle = F_-|ba\rangle = |bb\rangle$. Hence

$$\langle u|F_-|aa\rangle = \langle bb|F_-|u\rangle = \cos t + \sin t, \qquad \langle l|F_-|aa\rangle = \langle bb|F_-|l\rangle = \cos t - \sin t.$$

Squaring gives

$$(\cos t \pm \sin t)^2 = 1 \pm 2\sin t\cos t = 1 \pm \sin 2t.$$

For $\sin 2t > 0$ the two paths from $|aa\rangle$ interfere constructively in the transition to $|u\rangle$ and destructively in the transition to $|l\rangle$; for $\sin 2t < 0$ it is the reverse. The four amplitudes are `a1` to `a4`, and the closing `linear_combination hp` is the squaring step. The Hamiltonian has not entered yet.

```lean
/-- For any angle t, the squared F₋ elements of the mixed states with aa and bb are
1 + sin 2t for the first state and 1 - sin 2t for the second. -/
theorem intensity_angle (t : ℝ) :
    intensity (upper t) (ket 0 0) = 1 + Real.sin (2 * t) ∧
    intensity (ket 1 1) (upper t) = 1 + Real.sin (2 * t) ∧
    intensity (lower t) (ket 0 0) = 1 - Real.sin (2 * t) ∧
    intensity (ket 1 1) (lower t) = 1 - Real.sin (2 * t) := by
  have hp := Real.sin_sq_add_cos_sq t
  -- the amplitudes are the sum and the difference of cos t and sin t
  have a1 : upper t ⬝ᵥ (Fminus *ᵥ ket 0 0) = Real.cos t + Real.sin t := by
    simp [upper, Fminus, ket, Iminus, Matrix.mulVec, dotProduct,
      Fintype.sum_prod_type, Fin.sum_univ_two, Matrix.one_apply]
  have a2 : ket 1 1 ⬝ᵥ (Fminus *ᵥ upper t) = Real.cos t + Real.sin t := by
    simp [upper, Fminus, ket, Iminus, Matrix.mulVec, dotProduct,
      Fintype.sum_prod_type, Fin.sum_univ_two, Matrix.one_apply]
  have a3 : lower t ⬝ᵥ (Fminus *ᵥ ket 0 0) = -Real.sin t + Real.cos t := by
    simp [lower, Fminus, ket, Iminus, Matrix.mulVec, dotProduct,
      Fintype.sum_prod_type, Fin.sum_univ_two, Matrix.one_apply]
  have a4 : ket 1 1 ⬝ᵥ (Fminus *ᵥ lower t) = -Real.sin t + Real.cos t := by
    simp [lower, Fminus, ket, Iminus, Matrix.mulVec, dotProduct,
      Fintype.sum_prod_type, Fin.sum_univ_two, Matrix.one_apply]
  rw [intensity, intensity, intensity, intensity, a1, a2, a3, a4, Real.sin_two_mul]
  refine ⟨?_, ?_, ?_, ?_⟩ <;> linear_combination hp
```

## Energies and strengths of the AB system

Now let $t$ be a mixing angle. Substituting $d = C\cos 2t$ and $J = C\sin 2t$ gives

$$d\cos t + J\sin t = C\cos(2t - t) = C\cos t,$$
$$J\cos t - d\sin t = C\sin(2t - t) = C\sin t.$$

By linearity and the action of $H$ on the product states,

$$H|u\rangle = \left[\tfrac12(d\cos t + J\sin t) - \tfrac J4\cos t\right]|ab\rangle + \left[\tfrac12(J\cos t - d\sin t) - \tfrac J4\sin t\right]|ba\rangle,$$

which is $\left(-\tfrac J4 + \tfrac C2\right)|u\rangle$. Likewise

$$H|l\rangle = \left[\tfrac12(J\cos t - d\sin t) + \tfrac J4\sin t\right]|ab\rangle + \left[-\tfrac12(d\cos t + J\sin t) - \tfrac J4\cos t\right]|ba\rangle,$$

which is $\left(-\tfrac J4 - \tfrac C2\right)|l\rangle$. The strengths follow from $1 \pm \sin 2t$ with $\sin 2t = J/C$.

In the theorem, `hC` says that $C > 0$, which means that $d$ and $J$ are not both zero, and `ht` says that $t$ is a mixing angle. The conclusion consists of two eigenvalue equations and four strengths. Positivity of $C$ serves only the strengths: if $C = 0$, every angle meets the mixing conditions, and $1 \pm \sin 2t$ has no fixed value.

The proof first obtains `hs`, the equation $\sin 2t = J/C$, and inserts it into the strengths for a general angle. The two trigonometric identities are `e1` and `e2`, derived with the double-angle formulas. The last two blocks expand $H|u\rangle$ and $H|l\rangle$ and combine `e1` and `e2` with the components of $|ab\rangle$ and $|ba\rangle$ as coefficients.

```lean
/-- For C > 0 and a mixing angle t, the two mixed states are eigenvectors with energies
-J/4 + C/2 and -J/4 - C/2, and their squared F₋ elements with aa and bb are
1 + J/C and 1 - J/C. -/
theorem ab_system (νA νB J t : ℝ) (hC : 0 < splitting (νA - νB) J)
    (ht : IsMixingAngle (νA - νB) J t) :
    (hamiltonian νA νB J *ᵥ upper t = (-J / 4 + splitting (νA - νB) J / 2) • upper t ∧
      hamiltonian νA νB J *ᵥ lower t = (-J / 4 - splitting (νA - νB) J / 2) • lower t) ∧
    (intensity (upper t) (ket 0 0) = 1 + J / splitting (νA - νB) J ∧
      intensity (ket 1 1) (upper t) = 1 + J / splitting (νA - νB) J ∧
      intensity (lower t) (ket 0 0) = 1 - J / splitting (νA - νB) J ∧
      intensity (ket 1 1) (lower t) = 1 - J / splitting (νA - νB) J) := by
  obtain ⟨h1, h2⟩ := ht
  have hs : Real.sin (2 * t) = J / splitting (νA - νB) J := by
    rw [eq_div_iff hC.ne']
    linear_combination h2
  refine ⟨?_, hs ▸ intensity_angle t⟩
  obtain ⟨hab, hba⟩ := hamiltonian_ket νA νB J
  have hp := Real.sin_sq_add_cos_sq t
  rw [Real.cos_two_mul] at h1
  rw [Real.sin_two_mul] at h2
  -- the eigenvalue equations of the 2 × 2 block
  have e1 : (νA - νB) * Real.cos t + J * Real.sin t
      = splitting (νA - νB) J * Real.cos t := by
    linear_combination -Real.cos t * h1 - Real.sin t * h2
      + 2 * splitting (νA - νB) J * Real.cos t * hp
  have e2 : J * Real.cos t - (νA - νB) * Real.sin t
      = splitting (νA - νB) J * Real.sin t := by
    linear_combination Real.sin t * h1 - Real.cos t * h2
  constructor
  · rw [upper, Matrix.mulVec_add, Matrix.mulVec_smul, Matrix.mulVec_smul, hab, hba]
    funext p
    simp only [Pi.add_apply, Pi.smul_apply, smul_eq_mul]
    linear_combination (ket 0 1 p / 2) * e1 + (ket 1 0 p / 2) * e2
  · rw [lower, Matrix.mulVec_add, Matrix.mulVec_smul, Matrix.mulVec_smul, hab, hba]
    funext p
    simp only [Pi.add_apply, Pi.smul_apply, smul_eq_mul]
    linear_combination (ket 0 1 p / 2) * e2 - (ket 1 0 p / 2) * e1
```

## Which angles make the mixed state stationary

For a general angle, suppose $H|u\rangle = E|u\rangle$. The $ab$ and $ba$ components are

$$\left(\tfrac d2 - \tfrac J4\right)\cos t + \tfrac J2\sin t = E\cos t, \qquad \tfrac J2\cos t + \left(-\tfrac d2 - \tfrac J4\right)\sin t = E\sin t.$$

Multiplying the first by $2\sin t$, the second by $2\cos t$ and subtracting eliminates $E$ and leaves $d\sin 2t - J\cos 2t = 0$.

Conversely, set $M = d\cos 2t + J\sin 2t$ and $R = d\sin 2t - J\cos 2t$. For every $t$,

$$d\cos t + J\sin t = M\cos t + R\sin t, \qquad J\cos t - d\sin t = M\sin t - R\cos t.$$

If $R = 0$, the expansion of $H|u\rangle$ above gives the eigenvalue $E = M/2 - J/4$, the mean energy of the state. The two directions of the Lean proof are these two calculations.

The condition $R = 0$ is weaker than the mixing conditions. It also admits a mixing angle shifted by $\pi/2$, for which $|u\rangle$ becomes the other eigenvector.

```lean
/-- The state cos t ab + sin t ba is an eigenvector of the Hamiltonian exactly when
d sin 2t = J cos 2t, where d is the shift difference. -/
theorem upper_eigenvector_iff (νA νB J t : ℝ) :
    (∃ E : ℝ, hamiltonian νA νB J *ᵥ upper t = E • upper t) ↔
      (νA - νB) * Real.sin (2 * t) = J * Real.cos (2 * t) := by
  obtain ⟨hab, hba⟩ := hamiltonian_ket νA νB J
  have hp := Real.sin_sq_add_cos_sq t
  rw [upper, Matrix.mulVec_add, Matrix.mulVec_smul, Matrix.mulVec_smul, hab, hba,
    Real.sin_two_mul, Real.cos_two_mul]
  constructor
  · rintro ⟨E, hE⟩
    -- compare the ab and ba components and eliminate E
    have k1 : ket 0 1 (0, 1) = 1 := by simp [ket]
    have k2 : ket 1 0 (0, 1) = 0 := by simp [ket]
    have k3 : ket 0 1 (1, 0) = 0 := by simp [ket]
    have k4 : ket 1 0 (1, 0) = 1 := by simp [ket]
    have e1 := congrFun hE (0, 1)
    have e2 := congrFun hE (1, 0)
    simp only [Pi.add_apply, Pi.smul_apply, smul_eq_mul, k1, k2] at e1
    simp only [Pi.add_apply, Pi.smul_apply, smul_eq_mul, k3, k4] at e2
    linear_combination 2 * Real.sin t * e1 - 2 * Real.cos t * e2 - J * hp
  · intro h
    -- the eigenvalue is the mean energy of the state
    refine ⟨((νA - νB) * (2 * Real.cos t ^ 2 - 1)
      + J * (2 * Real.sin t * Real.cos t)) / 2 - J / 4, ?_⟩
    funext p
    simp only [Pi.add_apply, Pi.smul_apply, smul_eq_mul]
    linear_combination
      (ket 0 1 p / 2) * (Real.sin t * h - 2 * (νA - νB) * Real.cos t * hp)
      + (ket 1 0 p / 2) * (-Real.cos t * h - 2 * J * Real.cos t * hp)
```

## When the transition from $aa$ to the second state vanishes

Take $J > 0$ and a mixing angle $t$. The strength $1 - \sin 2t$ between $|aa\rangle$ and $|l\rangle$ is zero exactly when $\sin 2t = 1$. In that case $C\sin 2t = J$ gives $C = J$, so $d^2 + J^2 = J^2$ and $d = 0$. Conversely, $d = 0$ gives $C = \sqrt{J^2} = J$, and then $J\sin 2t = J$ forces $\sin 2t = 1$.

At $d = 0$ the silent state is, up to sign, the singlet $(|ab\rangle - |ba\rangle)/\sqrt2$ of two spins with equal frequencies. The sign of $J$ matters: for $J < 0$ and $d = 0$ one finds $\sin 2t = -1$, so this strength is 2 and $|u\rangle$ is the silent state. The proof takes the strength from the general-angle result and treats the two directions in the order given here.

```lean
/-- For J > 0 and a mixing angle t, the F₋ element between aa and -sin t ab + cos t ba
vanishes exactly when the shift difference d is zero. -/
theorem silent_line_iff (d J t : ℝ) (hJ : 0 < J) (ht : IsMixingAngle d J t) :
    intensity (lower t) (ket 0 0) = 0 ↔ d = 0 := by
  rw [(intensity_angle t).2.2.1]
  obtain ⟨-, h2⟩ := ht
  constructor
  · intro h
    have hs : Real.sin (2 * t) = 1 := by linarith
    rw [hs, mul_one] at h2
    have hsq : splitting d J ^ 2 = d ^ 2 + J ^ 2 := Real.sq_sqrt (by positivity)
    rw [h2] at hsq
    exact pow_eq_zero_iff (two_ne_zero) |>.mp (by linarith : d ^ 2 = 0)
  · intro h
    have hc : splitting d J = J := by
      rw [splitting, h, zero_pow two_ne_zero, zero_add, Real.sqrt_sq hJ.le]
    rw [hc] at h2
    have hs : Real.sin (2 * t) = 1 := mul_left_cancel₀ hJ.ne' (by linarith)
    linarith

end

end ABSpinSystem
```

```lean
#print axioms ABSpinSystem.mixed_orthonormal
#print axioms ABSpinSystem.ab_system
#print axioms ABSpinSystem.upper_eigenvector_iff
#print axioms ABSpinSystem.silent_line_iff
```

```
'ABSpinSystem.mixed_orthonormal' depends on axioms: [propext, Classical.choice, Quot.sound]
'ABSpinSystem.ab_system' depends on axioms: [propext, Classical.choice, Quot.sound]
'ABSpinSystem.upper_eigenvector_iff' depends on axioms: [propext, Classical.choice, Quot.sound]
'ABSpinSystem.silent_line_iff' depends on axioms: [propext, Classical.choice, Quot.sound]
```
